# No nonzero finite-dimensional space of functions vanishing at infinity is mapped into itself by a nonzero translation

Let $V$ be a finite-dimensional complex vector space of functions $\mathbb{R}^n \to \mathbb{C}$ that tend to zero at infinity, and let $a \in \mathbb{R}^n$ be a nonzero vector. If translation through $a$ maps $V$ into itself, then $V = 0$.

For electronic structure this concerns finite basis sets of decaying functions, such as Gaussian or Slater orbitals. If a molecule is translated without rotation and its basis functions are left behind, the old span fails to contain at least one of the translated functions. A basis left in place therefore does not offer the displaced atoms the same space of orbitals relative to the nuclei, whereas a basis that moves with the nuclei does.

The argument has two parts. A decaying function cannot be an eigenfunction of a translation through a nonzero vector, whereas a linear map on a nonzero finite-dimensional complex space always has an eigenvector.

In Lean 4 with Mathlib:

```lean
import Mathlib

open Filter Topology Polynomial

namespace LocalisedBasisTranslation

noncomputable section
```

## Decaying functions and the translation operator

Position space is $\mathbb{R}^n$ with its Euclidean norm. For $n = 0$ it is a single point and has no nonzero vector, so the results below that assume a nonzero displacement say nothing in that case.

```lean
/-- Position space of dimension `n`. -/
abbrev Space (n : ℕ) := EuclideanSpace ℝ (Fin n)
```

Call $f : \mathbb{R}^n \to \mathbb{C}$ localised if $f(x) \to 0$ as $|x| \to \infty$: for every $\varepsilon > 0$ there is a compact set outside which $|f(x)| < \varepsilon$. Sums and complex multiples of localised functions are localised, so these functions form a complex vector space.

```lean
/-- The complex functions on position space that tend to zero at infinity. -/
def localised (n : ℕ) : Submodule ℂ (Space n → ℂ) where
  carrier := {f | Tendsto f (cocompact (Space n)) (𝓝 0)}
  zero_mem' := tendsto_const_nhds
  add_mem' := by
    intro f g hf hg
    have hf' : Tendsto f (cocompact (Space n)) (𝓝 0) := hf
    have hg' : Tendsto g (cocompact (Space n)) (𝓝 0) := hg
    have h := hf'.add hg'
    rw [add_zero] at h
    exact h
  smul_mem' := by
    intro c f hf
    have hf' : Tendsto f (cocompact (Space n)) (𝓝 0) := hf
    have h := hf'.const_smul c
    rw [smul_zero] at h
    exact h
```

The limit at infinity is expressed by the filter `cocompact (Space n)`, whose basic sets are the complements of compact sets. The three proof fields are the limit rules for zero, sums and multiples.

The condition is pointwise and concerns only the far region. Continuity, square integrability and boundedness near the nuclei are not required. The elements are functions with a value at every point, not classes of functions that agree almost everywhere. Nor is a square-integrable function automatically localised in this sense, since it may have ever narrower peaks far out.

Translation through $a$ is the linear map

$$(T_a f)(x) = f(x - a).$$

The minus sign moves the function forwards: an orbital centred at $R$ becomes the same orbital centred at $R + a$.

```lean
/-- Translation through `a`: the function `f` is carried along to `x ↦ f (x - a)`. -/
def translate {n : ℕ} (a : Space n) : (Space n → ℂ) →ₗ[ℂ] (Space n → ℂ) where
  toFun f := fun x => f (x - a)
  map_add' _ _ := rfl
  map_smul' _ _ := rfl
```

The map `translate a` acts on all functions, localised or not. It preserves localisation, because $x \mapsto x - a$ is a homeomorphism of $\mathbb{R}^n$ and so $x - a$ leaves every compact set when $x$ does.

```lean
variable {n : ℕ}

/-- A translated localised function is localised. -/
theorem translate_mem_localised (a : Space n) {f : Space n → ℂ}
    (hf : f ∈ localised n) : translate a f ∈ localised n := by
  have hf' : Tendsto f (cocompact (Space n)) (𝓝 0) := hf
  exact hf'.comp (Homeomorph.subRight a).isClosedEmbedding.tendsto_cocompact
```

## Decay along a row of equally spaced points

Fix a point $x$ and a nonzero $a$, and let $k$ run through the natural numbers. The triangle inequality gives $k|a| = |(x + ka) - x| \le |x + ka| + |x|$, hence

$$|x + ka| \ge k|a| - |x| \to \infty .$$

The points $x + ka$ therefore leave every bounded region, and $f(x + ka) \to 0$ for localised $f$.

```lean
/-- A localised function tends to zero along the equally spaced points `x + k a`, `a ≠ 0`. -/
theorem tendsto_along {f : Space n → ℂ} (hf : f ∈ localised n) {a : Space n}
    (ha : a ≠ 0) (x : Space n) :
    Tendsto (fun k : ℕ => f (x + (k : ℝ) • a)) atTop (𝓝 0) := by
  have hf' : Tendsto f (cocompact (Space n)) (𝓝 0) := hf
  have h1 : Tendsto (fun k : ℕ => (k : ℝ) * ‖a‖ + -‖x‖) atTop atTop :=
    tendsto_atTop_add_const_right _ (-‖x‖)
      (tendsto_natCast_atTop_atTop.atTop_mul_const (norm_pos_iff.mpr ha))
  -- the points leave every bounded region
  have h2 : Tendsto (fun k : ℕ => ‖x + (k : ℝ) • a‖) atTop atTop := by
    refine tendsto_atTop_mono (fun k => ?_) h1
    have h3 := norm_sub_le (x + (k : ℝ) • a) x
    rw [add_sub_cancel_left, norm_smul, Real.norm_natCast] at h3
    linarith
  have hc := tendsto_norm_atTop_iff_cobounded.mp h2
  rw [Metric.cobounded_eq_cocompact] at hc
  exact hf'.comp hc
```

Here `h1` is the divergence of the lower bound and `h2` that of the norm. The rewriting with `Metric.cobounded_eq_cocompact` uses the fact that in $\mathbb{R}^n$ leaving every bounded set is the same as leaving every compact set.

## Translation has no localised eigenfunction

Let $a \ne 0$, and suppose that $f$ is localised and $T_a f = \mu f$ for some $\mu \in \mathbb{C}$, so that $f(y - a) = \mu f(y)$ for every $y$. Repeating this $k$ times gives

$$f(y - ka) = \mu^k f(y).$$

There are two cases.

If $|\mu| \le 1$, put $y = x + ka$. Then $f(x) = \mu^k f(x + ka)$, and

$$|f(x)| = |\mu|^k\,|f(x + ka)| \le |f(x + ka)| \to 0 .$$

If $|\mu| \ge 1$, put $y = x$. Then

$$|f(x)| \le |\mu|^k\,|f(x)| = |f(x - ka)| \to 0 .$$

In both cases the fixed number $|f(x)|$ lies below a sequence that tends to zero, so $f(x) = 0$. As $x$ was arbitrary, $f = 0$.

```lean
/-- Translation through a nonzero vector has no localised eigenfunction: a localised `f` that is
only multiplied by a number `μ` vanishes. -/
theorem eq_zero_of_translate_eq_smul {f : Space n → ℂ} (hf : f ∈ localised n)
    {a : Space n} (ha : a ≠ 0) {μ : ℂ} (h : translate a f = μ • f) : f = 0 := by
  have hpt : ∀ y, f (y - a) = μ * f y := fun y => congrFun h y
  have hpow : ∀ (k : ℕ) (y : Space n), f (y - (k : ℝ) • a) = μ ^ k * f y := by
    intro k
    induction k with
    | zero => intro y; simp
    | succ k ih =>
      intro y
      have e : y - ((k + 1 : ℕ) : ℝ) • a = (y - (k : ℝ) • a) - a := by
        push_cast
        module
      rw [e, hpt, ih, pow_succ]
      ring
  funext x
  change f x = 0
  apply norm_le_zero_iff.mp
  rcases le_total ‖μ‖ 1 with hμ | hμ
  · -- compare with the values far ahead
    have ht := (tendsto_along hf ha x).norm
    rw [norm_zero] at ht
    have hb : ∀ k : ℕ, ‖f x‖ ≤ ‖f (x + (k : ℝ) • a)‖ := by
      intro k
      have e := hpow k (x + (k : ℝ) • a)
      rw [add_sub_cancel_right] at e
      rw [e, norm_mul, norm_pow]
      exact mul_le_of_le_one_left (norm_nonneg _) (pow_le_one₀ (norm_nonneg _) hμ)
    exact ge_of_tendsto' ht hb
  · -- compare with the values far behind
    have ht := (tendsto_along hf (neg_ne_zero.mpr ha) x).norm
    rw [norm_zero] at ht
    have hb : ∀ k : ℕ, ‖f x‖ ≤ ‖f (x + (k : ℝ) • (-a))‖ := by
      intro k
      rw [smul_neg, ← sub_eq_add_neg, hpow, norm_mul, norm_pow]
      exact le_mul_of_one_le_left (norm_nonneg _) (one_le_pow₀ hμ)
    exact ge_of_tendsto' ht hb
```

The induction `hpow` is the iterated eigenvalue equation, and `rcases le_total ‖μ‖ 1` separates the two cases. In each of them `hb` is the bound and `ge_of_tendsto'` passes to the limit. The backward sequence comes from `tendsto_along` applied to $-a$.

It is easy to go wrong here by following the function in the forward direction only. For $|\mu| > 1$ the identity $f(x) = \mu^k f(x + ka)$ multiplies a growing factor by a decaying one and settles nothing. The function $e^{-x}$ on the line shows that the gap is real: it decays to the right, and for $a > 0$ it satisfies $f(x - a) = e^{a} f(x)$. Decay towards one side is thus not enough, and the second case has to look backwards. Nor may one begin with $|\mu| = 1$ on the ground that translations are unitary, because the functions here need not be square integrable.

## An invariant finite-dimensional space of localised functions is zero

Let $a \ne 0$, and suppose that $V$ is finite-dimensional, consists of localised functions, satisfies $T_a V \subseteq V$, and is not zero. The restriction of $T_a$ to $V$ is then a linear map from a nonzero finite-dimensional complex space to itself. Its characteristic polynomial has a complex root $\mu$, so there is a nonzero $v \in V$ with $T_a v = \mu v$. But $v$ is localised, and the previous result gives $v = 0$, a contradiction.

```lean
/-- A finite-dimensional space of localised functions that is mapped into itself by translation
through one nonzero vector is the zero space. -/
theorem eq_bot_of_translation_invariant (V : Submodule ℂ (Space n → ℂ))
    [FiniteDimensional ℂ V] (hV : V ≤ localised n) {a : Space n} (ha : a ≠ 0)
    (hinv : ∀ f ∈ V, translate a f ∈ V) : V = ⊥ := by
  by_contra hne
  have : Nontrivial V := Submodule.nontrivial_iff_ne_bot.mpr hne
  -- over the complex numbers the restricted translation has an eigenvector
  obtain ⟨μ, hμ⟩ := Module.End.exists_eigenvalue ((translate a).restrict hinv)
  obtain ⟨v, hv⟩ := hμ.exists_hasEigenvector
  have h : translate a (v : Space n → ℂ) = μ • (v : Space n → ℂ) :=
    congrArg Subtype.val hv.apply_eq_smul
  exact hv.2 (Subtype.ext (eq_zero_of_translate_eq_smul (hV v.2) ha h))
```

In the statement, `V` is a subspace of all functions, `hV` says that its members are localised, `ha` that the displacement is nonzero, and `hinv` that translation maps `V` into itself. The conclusion `V = ⊥` means that `V` contains only the zero function. Invariance is assumed for the single vector $a$, not for all translations.

The eigenvector is obtained from `LinearMap.restrict` and `Module.End.exists_eigenvalue` together. The operator `translate a` acts on an infinite-dimensional space when $n \ge 1$, where the existence theorem for eigenvalues does not apply. The expression `(translate a).restrict hinv` uses the invariance hypothesis to produce an endomorphism of `V` itself. For that endomorphism `exists_eigenvalue` needs three things: an algebraically closed field, finite dimension, and a nonzero space. The first is known for `ℂ`, the second is a hypothesis of the theorem, and the third is the line beginning `have : Nontrivial V`. The eigenvector `v` that results is an element of `V`, that is, a function together with a proof of membership. Applying `congrArg Subtype.val` to its eigenvalue equation turns this into an equation between ordinary functions, to which the previous theorem applies.

Boundedness would not suffice in place of decay: for $n \ge 1$ a plane wave $e^{i q\cdot x}$ has modulus one everywhere, and every translation only multiplies it by a phase.

## Some basis function has a translate outside the span

Let $\chi_i$ be finitely many localised functions, not all zero. If every $T_a \chi_i$ were a linear combination of the $\chi_j$, then by linearity $T_a$ would map the whole span into itself. The span is finite-dimensional and consists of localised functions, so it would be zero, and with it every $\chi_i$. Hence for each nonzero $a$ there is a $j$ with

$$T_a \chi_j \notin \operatorname{span}\{\chi_i\}.$$

```lean
/-- In a finite set of localised basis functions, not all zero, there is one whose translate
through a given nonzero vector is not a linear combination of the set. -/
theorem exists_translate_notMem_span {ι : Type*} [Finite ι] (χ : ι → Space n → ℂ)
    (hχ : ∀ i, χ i ∈ localised n) (hne : ∃ i, χ i ≠ 0) {a : Space n} (ha : a ≠ 0) :
    ∃ j, translate a (χ j) ∉ Submodule.span ℂ (Set.range χ) := by
  by_contra hcon
  push Not at hcon
  have : FiniteDimensional ℂ (Submodule.span ℂ (Set.range χ)) :=
    FiniteDimensional.span_of_finite ℂ (Set.finite_range χ)
  have hle : Submodule.span ℂ (Set.range χ) ≤ localised n :=
    Submodule.span_le.mpr (by rintro _ ⟨i, rfl⟩; exact hχ i)
  have hinv : Submodule.span ℂ (Set.range χ) ≤
      (Submodule.span ℂ (Set.range χ)).comap (translate a) :=
    Submodule.span_le.mpr (by rintro _ ⟨i, rfl⟩; exact hcon i)
  have hbot := eq_bot_of_translation_invariant _ hle ha (fun f hf => hinv hf)
  obtain ⟨i, hi⟩ := hne
  have hmem : χ i ∈ Submodule.span ℂ (Set.range χ) := Submodule.subset_span ⟨i, rfl⟩
  rw [hbot] at hmem
  exact hi ((Submodule.mem_bot ℂ).mp hmem)
```

The finite type `ι` labels the basis functions, which may be linearly dependent. The steps `hle` and `hinv` extend localisation and invariance from the functions to their span. The index `j` may depend on `a`, and the theorem does not say how far the translate lies from the span, so it gives no estimate of a basis-set error.

## Polynomials in the translation operator

The eigenfunction result extends from $T_a - \mu$ to every nonzero polynomial $p$: if $a \ne 0$, $f$ is localised and $p(T_a) f = 0$, then $f = 0$.

The proof is by induction on the degree of $p$. In degree zero, $p$ is a nonzero constant $c$, and $c f = 0$ gives $f = 0$. In degree $d + 1$, $p$ has a complex root $\mu$ and factorises as $p(X) = (X - \mu)\,q(X)$, where $q$ is nonzero of degree $d$. Polynomials in $T_a$ commute, so

$$0 = p(T_a) f = q(T_a)\, g, \qquad g = T_a f - \mu f .$$

The function $g$ is again localised, and the induction hypothesis for $q$ gives $g = 0$. Therefore $T_a f = \mu f$, and $f = 0$.

```lean
/-- A nonzero polynomial in the translation through a nonzero vector annihilates no localised
function except zero. -/
theorem eq_zero_of_aeval_translate {a : Space n} (ha : a ≠ 0) (d : ℕ) :
    ∀ (p : ℂ[X]) (f : Space n → ℂ), p.natDegree = d → p ≠ 0 → f ∈ localised n →
      aeval (translate a) p f = 0 → f = 0 := by
  induction d with
  | zero =>
    intro p f hd hp _ h
    obtain ⟨c, rfl⟩ := Polynomial.natDegree_eq_zero.mp hd
    have hc : c ≠ 0 := fun h0 => hp (by rw [h0, map_zero])
    rw [aeval_C, Module.algebraMap_end_apply] at h
    exact (smul_eq_zero.mp h).resolve_left hc
  | succ d ih =>
    intro p f hd hp hf h
    have hdeg : p.degree ≠ 0 := by
      intro h0
      rw [Polynomial.degree_eq_natDegree hp] at h0
      have h1 : p.natDegree = 0 := by exact_mod_cast h0
      omega
    -- split off one root and apply the corresponding factor first
    obtain ⟨μ, hμ⟩ := IsAlgClosed.exists_root p hdeg
    obtain ⟨q, rfl⟩ := Polynomial.dvd_iff_isRoot.mpr hμ
    have hq : q ≠ 0 := right_ne_zero_of_mul hp
    rw [Polynomial.natDegree_mul (Polynomial.X_sub_C_ne_zero μ) hq,
      Polynomial.natDegree_X_sub_C] at hd
    have e : aeval (translate a) (X - C μ) f = translate a f - μ • f := by
      rw [map_sub, aeval_X, aeval_C, LinearMap.sub_apply, Module.algebraMap_end_apply]
    rw [mul_comm, map_mul, Module.End.mul_apply, e] at h
    have hg := ih q _ (by omega) hq ((localised n).sub_mem (translate_mem_localised a hf)
      ((localised n).smul_mem μ hf)) h
    exact eq_zero_of_translate_eq_smul hf ha (sub_eq_zero.mp hg)
```

The expression `aeval (translate a) p` is $p(T_a)$. The polynomial and the function are both quantified inside the induction, because the hypothesis is applied to $q$ and $g$ rather than to $p$ and $f$.

## Copies of one orbital equally spaced along a line are linearly independent

Take a nonzero localised orbital $f$ and place copies of it at displacements $0, a, 2a, \dots$ with $a \ne 0$. Suppose that for a finite set $s$ of natural numbers

$$\sum_{k \in s} c_k\, f(x - ka) = 0 \quad \text{for all } x .$$

Since $T_a^k f(x) = f(x - ka)$, this says that $p(T_a) f = 0$ with $p(X) = \sum_{k \in s} c_k X^k$. If $p$ were nonzero, $f$ would vanish. Hence $p = 0$, and every $c_k$ with $k \in s$ is zero.

```lean
/-- The copies of one nonzero localised orbital displaced by `0, a, 2a, …` with `a ≠ 0` are
linearly independent. -/
theorem linearIndependent_translates {f : Space n → ℂ} (hf : f ∈ localised n) (hf0 : f ≠ 0)
    {a : Space n} (ha : a ≠ 0) :
    LinearIndependent ℂ (fun k : ℕ => translate ((k : ℝ) • a) f) := by
  have hpow : ∀ (k : ℕ) (g : Space n → ℂ),
      (translate a ^ k) g = translate ((k : ℝ) • a) g := by
    intro k
    induction k with
    | zero => intro g; funext x; simp [translate]
    | succ k ih =>
      intro g
      rw [pow_succ, Module.End.mul_apply, ih]
      funext x
      change g (x - (k : ℝ) • a - a) = g (x - ((k + 1 : ℕ) : ℝ) • a)
      congr 1
      push_cast
      module
  rw [linearIndependent_iff']
  intro s c hsum i hi
  -- a linear relation is a polynomial in the translation that annihilates `f`
  have hp : (∑ k ∈ s, monomial k (c k) : ℂ[X]) = 0 := by
    by_contra hne
    refine hf0 (eq_zero_of_aeval_translate ha _ _ f rfl hne hf ?_)
    rw [map_sum, LinearMap.sum_apply, ← hsum]
    refine Finset.sum_congr rfl (fun k _ => ?_)
    rw [aeval_monomial, Module.End.mul_apply, Module.algebraMap_end_apply, hpow]
  have hcoeff := congrArg (fun p : ℂ[X] => p.coeff i) hp
  simpa [Polynomial.finsetSum_coeff, Polynomial.coeff_monomial, hi] using hcoeff


end

end LocalisedBasisTranslation
```

The step `hpow` in this proof identifies powers of the translation with translations through multiples of $a$. The step `hp` shows that the polynomial is zero, and reading off its coefficient at `i` finishes the proof.

For a finite chain of identical decaying orbitals, equally spaced along a line, this excludes exact linear dependence at every nonzero spacing. It sets no lower bound on the eigenvalues of an overlap matrix, so a closely spaced chain may still be numerically ill-conditioned.

```lean
#print axioms LocalisedBasisTranslation.eq_bot_of_translation_invariant
#print axioms LocalisedBasisTranslation.exists_translate_notMem_span
#print axioms LocalisedBasisTranslation.linearIndependent_translates
```

```
'LocalisedBasisTranslation.eq_bot_of_translation_invariant' depends on axioms: [propext, Classical.choice, Quot.sound]
'LocalisedBasisTranslation.exists_translate_notMem_span' depends on axioms: [propext, Classical.choice, Quot.sound]
'LocalisedBasisTranslation.linearIndependent_translates' depends on axioms: [propext, Classical.choice, Quot.sound]
```
